# Strong contraction with other coupled perturbers, all above the reference, moves an intruder's pole from zero to a negative energy

**A:** Take a finite set of perturbers in second-order perturbation theory, with energies measured from the reference, and let strong contraction replace them all by one function. Let the energy \(x\) of one perturber, the intruder, fall to zero from above while the couplings and the other energies stay fixed. Suppose that the intruder and at least one other perturber couple to the reference, and that all the others have positive energies. Then the uncontracted energy tends to minus infinity, while the strongly contracted energy has a finite limit. The contracted energy diverges at one value of \(x\) only, and that value is negative.

**Q:** Before I look at any Lean, show me the physics. What are the two energies?

**A:** Let \(|\Psi_0\rangle\) be the reference and \(|i\rangle\) orthonormal eigenstates of the zeroth-order Hamiltonian, with energies \(e_i\) above the reference and couplings \(V_i=\langle i|H|\Psi_0\rangle\), where \(H\) is the full Hamiltonian. The uncontracted energy is \(-\sum_i |V_i|^2/e_i\).

Strong contraction replaces all these states by the one function \(|\Phi\rangle=\sum_i V_i|i\rangle\). Its squared norm is \(N=\sum_i|V_i|^2\), and its mean energy above the reference is \(M=\sum_i|V_i|^2e_i/N\). Since \(\langle\Phi|H|\Psi_0\rangle=N\), the normalised function couples with strength \(N/\sqrt N=\sqrt N\). The contracted energy is therefore \(-N/M\).

**Q:** Now bring in the intruder.

**A:** Call it \(k\), set \(e_k=x\), and keep everything else fixed. Write

\[
D=\sum_{i\ne k}\frac{|V_i|^2}{e_i},\qquad R=\sum_{i\neq k}|V_i|^2e_i .
\]

The uncontracted energy is

\[
E_{\mathrm u}(x)=-\frac{|V_k|^2}{x}-D .
\]

As \(x\to0^+\) the first term goes to minus infinity and \(D\) stays put. For the contracted energy, \(M=(|V_k|^2x+R)/N\), so

\[
E_{\mathrm c}(x)=-\frac{N^2}{|V_k|^2x+R}=-\frac{N^2/|V_k|^2}{x-p},\qquad p=-\frac{R}{|V_k|^2}.
\]

Every term of \(R\) is non-negative and at least one is positive, so \(R>0\). Hence \(E_{\mathrm c}(x)\to-N^2/R\) as \(x\to0\), and \(p<0\).

**Q:** You also said that the contracted energy diverges nowhere else.

**A:** Both energies have the form \(f(x)=-A/(x-p)-D\) with \(A>0\): the uncontracted one has its pole at \(0\), and the contracted one has \(p\) as above and no constant term. At a point \(a\neq p\), \(f\) is continuous, so \(|f|\) has a finite limit there. At \(p\), the inequality \(|f(x)|\ge A/|x-p|-|D|\) forces \(|f|\) to infinity.

**Q:** Fine. My doubt is whether the code is about the same objects. What are the perturbers in Lean?

**A:** They are the elements of a finite type `ι`. Couplings are a function `V : ι → ℂ` and energies a function `e : ι → ℝ`.

```lean
import Mathlib

open Filter Topology Finset

namespace NEVPT2Intruder

noncomputable section

variable {ι : Type*} [Fintype ι]
```

The squared norm \(N\) is `couplingNorm`. Orthonormality is built into this formula; no Hilbert space is constructed.

```lean
/-- Squared norm of the strongly contracted function `∑ V i |i⟩`, for orthonormal perturbers
with couplings `V i`. -/
def couplingNorm (V : ι → ℂ) : ℝ := ∑ i, ‖V i‖ ^ 2
```

The uncontracted energy takes the energies relative to the reference, with the minus sign outside the sum.

```lean
/-- Uncontracted second-order energy, for perturbers at nonzero energies `e i` above the
reference. -/
def uncontracted (V : ι → ℂ) (e : ι → ℝ) : ℝ := -∑ i, ‖V i‖ ^ 2 / e i
```

The mean energy \(M\) is the coupling-weighted average. It has no cross terms because the perturbers are orthonormal zeroth-order eigenstates, which the uncontracted formula assumes too.

```lean
/-- Mean energy of the strongly contracted function above the reference, for couplings that
do not all vanish. -/
def meanEnergy (V : ι → ℂ) (e : ι → ℝ) : ℝ := (∑ i, ‖V i‖ ^ 2 * e i) / couplingNorm V
```

The contracted energy is \(-N/M\). Lean gives division by zero the value zero, so these formulas have their physical meaning only for nonzero denominators.

```lean
/-- Strongly contracted second-order energy: squared norm over mean energy, with a minus sign,
for a nonzero mean energy. -/
def contracted (V : ι → ℂ) (e : ι → ℝ) : ℝ := -(couplingNorm V / meanEnergy V e)
```

**Q:** And the quantities that single out the intruder?

**A:** `restMoment` is \(R\), the sum over all perturbers except `k`.

```lean
variable [DecidableEq ι]

/-- Coupling-weighted sum of the energies of all perturbers other than `k`. -/
def restMoment (V : ι → ℂ) (e : ι → ℝ) (k : ι) : ℝ := ∑ i ∈ univ.erase k, ‖V i‖ ^ 2 * e i
```

`displacedPole` is \(p\). Neither depends on the value `e k`.

```lean
/-- The intruder energy at which the mean energy of the contracted function vanishes, for an
intruder `k` with nonzero coupling. -/
def displacedPole (V : ι → ℂ) (e : ι → ℝ) (k : ι) : ℝ := -(restMoment V e k / ‖V k‖ ^ 2)
```

**Q:** How does the code vary one energy and hold the others?

**A:** `Function.update e k x` is the energy function `e` with its value at `k` replaced by `x`. The first lemma splits the intruder's term off the uncontracted sum, which gives \(E_{\mathrm u}(x)=-|V_k|^2/x-D\). `Finset.add_sum_erase` does the splitting, and `Function.update_of_ne` says that the other energies are untouched.

```lean
/-- For nonzero energies, the uncontracted energy is the intruder's own term, at intruder energy
`x`, plus a part independent of `x`. -/
theorem uncontracted_intruder (V : ι → ℂ) (e : ι → ℝ) (k : ι) (x : ℝ) :
    uncontracted V (Function.update e k x) =
      -(‖V k‖ ^ 2 / x) - ∑ i ∈ univ.erase k, ‖V i‖ ^ 2 / e i := by
  have h : ∑ i ∈ univ.erase k, ‖V i‖ ^ 2 / Function.update e k x i =
      ∑ i ∈ univ.erase k, ‖V i‖ ^ 2 / e i :=
    Finset.sum_congr rfl fun i hi => by
      rw [Function.update_of_ne (Finset.ne_of_mem_erase hi)]
  rw [uncontracted, ← Finset.add_sum_erase _ _ (Finset.mem_univ k), h, Function.update_self]
  ring
```

The second lemma does the same inside the mean energy and turns \(-N/M\) into \(-N^2/(|V_k|^2x+R)\). Here you see the mechanism: \(x\) no longer has a denominator to itself.

```lean
/-- In the strongly contracted energy the intruder energy `x` enters only through a sum with
the energies of the other perturbers. -/
theorem contracted_intruder (V : ι → ℂ) (e : ι → ℝ) (k : ι) (x : ℝ) :
    contracted V (Function.update e k x) =
      -(couplingNorm V ^ 2 / (‖V k‖ ^ 2 * x + restMoment V e k)) := by
  have h : ∑ i ∈ univ.erase k, ‖V i‖ ^ 2 * Function.update e k x i = restMoment V e k :=
    Finset.sum_congr rfl fun i hi => by
      rw [Function.update_of_ne (Finset.ne_of_mem_erase hi)]
  rw [contracted, meanEnergy, ← Finset.add_sum_erase _ _ (Finset.mem_univ k), h,
    Function.update_self, div_div_eq_mul_div, sq (couplingNorm V)]
```

**Q:** Where is the argument about poles?

**A:** In `simple_pole`, which treats \(-A/(x-p)-D\) once for both energies. The filter `𝓝[>] p` means approach from above, `𝓝[≠] a` means approach from both sides without touching \(a\), and `atBot` and `atTop` stand for minus and plus infinity.

For the one-sided limit, the proof shows that \(x-p\) tends to zero through positive values, inverts it, multiplies by \(A\), changes the sign and adds \(-D\). In the equivalence, one direction assumes \(a\ne p\), gets continuity from `fun_prop`, and concludes that a function with a finite limit can't also tend to infinity. The other direction is the lower bound \(A/|x-p|-|D|\), obtained from the triangle inequality.

```lean
omit [Fintype ι] [DecidableEq ι] in
/-- An energy `-A/(x - p) - D` with `A > 0` tends to minus infinity as `x` approaches `p` from
above, and its magnitude diverges at `a` exactly when `a = p`. -/
theorem simple_pole {A : ℝ} (hA : 0 < A) (p D : ℝ) :
    Tendsto (fun x : ℝ => -(A / (x - p)) - D) (𝓝[>] p) atBot ∧
    ∀ a : ℝ, Tendsto (fun x : ℝ => |-(A / (x - p)) - D|) (𝓝[≠] a) atTop ↔ a = p := by
  constructor
  · have h : Tendsto (fun x : ℝ => x - p) (𝓝[>] p) (𝓝[>] 0) := by
      refine tendsto_nhdsWithin_iff.2 ⟨?_, ?_⟩
      · have hc : Continuous fun x : ℝ => x - p := by fun_prop
        exact (hc.tendsto' p 0 (by simp)).mono_left nhdsWithin_le_nhds
      · filter_upwards [self_mem_nhdsWithin] with x hx
        exact Set.mem_Ioi.2 (sub_pos.2 (Set.mem_Ioi.1 hx))
    have h2 := (tendsto_inv_nhdsGT_zero.comp h).const_mul_atTop hA
    have h3 := tendsto_atBot_add_const_right _ (-D) (tendsto_neg_atTop_atBot.comp h2)
    refine h3.congr fun x => ?_
    change -(A * (x - p)⁻¹) + -D = -(A / (x - p)) - D
    ring
  · intro a
    constructor
    · -- away from `p` the energy is continuous, hence bounded nearby
      intro h
      by_contra hne
      have hne' : a - p ≠ 0 := sub_ne_zero.2 hne
      have hc : ContinuousAt (fun x : ℝ => |-(A / (x - p)) - D|) a := by
        fun_prop (disch := assumption)
      exact not_tendsto_nhds_of_tendsto_atTop h _ (hc.tendsto.mono_left nhdsWithin_le_nhds)
    · -- at `p` the magnitude is at least `A / |x - p| - |D|`
      rintro rfl
      have h : Tendsto (fun x : ℝ => |x - a|) (𝓝[≠] a) (𝓝[>] 0) := by
        refine tendsto_nhdsWithin_iff.2 ⟨?_, ?_⟩
        · have hc : Continuous fun x : ℝ => |x - a| := by fun_prop
          exact (hc.tendsto' a 0 (by simp)).mono_left nhdsWithin_le_nhds
        · filter_upwards [self_mem_nhdsWithin] with x hx
          exact abs_pos.2 (sub_ne_zero.2 hx)
      have h2 := (tendsto_inv_nhdsGT_zero.comp h).const_mul_atTop hA
      refine tendsto_atTop_mono (fun x => ?_) (tendsto_atTop_add_const_right _ (-|D|) h2)
      change A * |x - a|⁻¹ + -|D| ≤ |-(A / (x - a)) - D|
      have h4 := abs_sub_abs_le_abs_sub (-(A / (x - a))) D
      rw [abs_neg, abs_div, abs_of_pos hA, div_eq_mul_inv] at h4
      linarith
```

**Q:** So the uncontracted pole follows by substitution?

**A:** Yes, with \(A=|V_k|^2\) and \(p=0\). The only hypothesis in Lean is that the intruder couples, \(V_k\neq0\); otherwise \(x\) drops out of the energy altogether. For the formula to have its physical meaning, the other energies must be nonzero as well.

```lean
/-- For an intruder with nonzero coupling and other perturbers at nonzero energies, the magnitude of
the uncontracted energy diverges as the intruder energy approaches `a` exactly when `a = 0`. -/
theorem uncontracted_diverges_iff (V : ι → ℂ) (e : ι → ℝ) {k : ι} (hk : V k ≠ 0) (a : ℝ) :
    Tendsto (fun x => |uncontracted V (Function.update e k x)|) (𝓝[≠] a) atTop ↔ a = 0 := by
  have hA : 0 < ‖V k‖ ^ 2 := pow_pos (norm_pos_iff.2 hk) 2
  have h := (simple_pole hA 0 (∑ i ∈ univ.erase k, ‖V i‖ ^ 2 / e i)).2 a
  simpa only [uncontracted_intruder, sub_zero] using h
```

For the contracted energy, the step `hform` factors the denominator as \(|V_k|^2(x-p)\). Then `simple_pole` applies with \(A=N^2/|V_k|^2\) and \(D=0\). This theorem places the pole at \(p\) whatever the signs of the other energies.

```lean
/-- For an intruder with nonzero coupling, the magnitude of the strongly contracted energy
diverges as the intruder energy approaches `a` exactly when `a` is the displaced pole. -/
theorem contracted_diverges_iff (V : ι → ℂ) (e : ι → ℝ) {k : ι} (hk : V k ≠ 0) (a : ℝ) :
    Tendsto (fun x => |contracted V (Function.update e k x)|) (𝓝[≠] a) atTop ↔
      a = displacedPole V e k := by
  have hc : 0 < ‖V k‖ ^ 2 := pow_pos (norm_pos_iff.2 hk) 2
  have hN : 0 < couplingNorm V :=
    Finset.sum_pos' (fun i _ => sq_nonneg ‖V i‖) ⟨k, Finset.mem_univ k, hc⟩
  -- factor the denominator as `‖V k‖² (x - pole)`
  have hform : ∀ x, contracted V (Function.update e k x) =
      -(couplingNorm V ^ 2 / ‖V k‖ ^ 2 / (x - displacedPole V e k)) := by
    intro x
    have h1 : ‖V k‖ ^ 2 * (restMoment V e k / ‖V k‖ ^ 2) = restMoment V e k :=
      mul_div_cancel₀ _ hc.ne'
    rw [contracted_intruder, div_div, displacedPole, sub_neg_eq_add, mul_add, h1]
  have h := (simple_pole (div_pos (pow_pos hN 2) hc) (displacedPole V e k) 0).2 a
  simpa only [hform, sub_zero] using h
```

**Q:** Then what do the positive energies buy?

**A:** They fix the sign of \(R\). What matters is \(R>0\): if \(R=0\), the contracted pole sits at \(x=0\) as well, and if \(R<0\), it sits at a positive intruder energy. The main theorem obtains \(R>0\) from two hypotheses. `he` says that every perturber other than `k` has positive energy, and `hj` says that one of them couples. With a single perturber `hj` fails, and rightly so: the contracted and uncontracted energies are then the same function.

**Q:** Read me the conclusion in words.

**A:** It has four parts. The uncontracted energy tends to minus infinity as \(x\to0^+\). The contracted energy tends to \(-N^2/R\) as \(x\to0\) from either side. The displaced pole is negative. The magnitude of the contracted energy diverges at \(a\) exactly when \(a\) is that pole.

In the proof, `hB` is \(R>0\), by the argument about non-negative terms. The first part then comes from `simple_pole`, the second from continuity at a nonzero denominator, the third from the sign of \(R\), and the fourth from the preceding theorem.

```lean
/-- Let the intruder and at least one other perturber couple to the reference, and let all other
perturbers have positive energies. As the intruder energy falls to zero the uncontracted energy
tends to minus infinity, while the strongly contracted energy has a finite limit and diverges
only at a negative intruder energy. -/
theorem contraction_displaces_intruder (V : ι → ℂ) (e : ι → ℝ) {k : ι} (hk : V k ≠ 0)
    (he : ∀ i, i ≠ k → 0 < e i) (hj : ∃ j, j ≠ k ∧ V j ≠ 0) :
    Tendsto (fun x => uncontracted V (Function.update e k x)) (𝓝[>] 0) atBot ∧
    Tendsto (fun x => contracted V (Function.update e k x)) (𝓝 0)
      (𝓝 (-(couplingNorm V ^ 2 / restMoment V e k))) ∧
    displacedPole V e k < 0 ∧
    ∀ a, Tendsto (fun x => |contracted V (Function.update e k x)|) (𝓝[≠] a) atTop ↔
      a = displacedPole V e k := by
  have hA : 0 < ‖V k‖ ^ 2 := pow_pos (norm_pos_iff.2 hk) 2
  -- the other perturbers keep the contracted denominator positive at `x = 0`
  have hB : 0 < restMoment V e k := by
    obtain ⟨j, hjk, hVj⟩ := hj
    exact Finset.sum_pos'
      (fun i hi => mul_nonneg (sq_nonneg _) (he i (Finset.ne_of_mem_erase hi)).le)
      ⟨j, Finset.mem_erase.2 ⟨hjk, Finset.mem_univ j⟩,
        mul_pos (pow_pos (norm_pos_iff.2 hVj) 2) (he j hjk)⟩
  refine ⟨?_, ?_, neg_neg_of_pos (div_pos hB hA), contracted_diverges_iff V e hk⟩
  · have h := (simple_pole hA 0 (∑ i ∈ univ.erase k, ‖V i‖ ^ 2 / e i)).1
    simpa only [uncontracted_intruder, sub_zero] using h
  · have h0 : ‖V k‖ ^ 2 * 0 + restMoment V e k ≠ 0 := by
      rw [mul_zero, zero_add]
      exact hB.ne'
    have hc : ContinuousAt
        (fun x : ℝ => -(couplingNorm V ^ 2 / (‖V k‖ ^ 2 * x + restMoment V e k))) 0 := by
      fun_prop (disch := assumption)
    have h := hc.tendsto
    simp only [mul_zero, zero_add] at h
    simpa only [contracted_intruder] using h
```

**Q:** I'd like to see it with two states, couplings \(v\) and \(w\), energies \(x\) and \(1\).

**A:** For real \(v\) and \(w\), the formulas become

\[
E_{\mathrm u}=-\frac{v^2}{x}-w^2,\qquad
E_{\mathrm c}=-\frac{(v^2+w^2)^2}{v^2x+w^2},\qquad
p=-\frac{w^2}{v^2}.
\]

If both couplings are nonzero, the contracted energy at \(x=0\) is \(-(v^2+w^2)^2/w^2\). Lean states the formulas for complex couplings, with \(|v|^2\) and \(|w|^2\), and numbers the perturbers 0 and 1, the intruder being 0. The proof writes out the two-term sums and simplifies.

```lean
/-- Both energies and the displaced pole for two perturbers with couplings `v`, `w` and nonzero
energies `x`, `1`, where `v ≠ 0` and the contracted mean energy is nonzero. -/
theorem two_perturbers (v w : ℂ) (x : ℝ) :
    uncontracted ![v, w] ![x, 1] = -‖v‖ ^ 2 / x - ‖w‖ ^ 2 ∧
    contracted ![v, w] ![x, 1] =
      -(‖v‖ ^ 2 + ‖w‖ ^ 2) ^ 2 / (‖v‖ ^ 2 * x + ‖w‖ ^ 2) ∧
    displacedPole ![v, w] ![x, 1] 0 = -‖w‖ ^ 2 / ‖v‖ ^ 2 := by
  have hs : (univ : Finset (Fin 2)).erase 0 = {1} := by decide
  refine ⟨?_, ?_, ?_⟩
  · rw [uncontracted, Fin.sum_univ_two]
    change -(‖v‖ ^ 2 / x + ‖w‖ ^ 2 / 1) = _
    ring
  · rw [contracted, meanEnergy, div_div_eq_mul_div, couplingNorm, Fin.sum_univ_two,
      Fin.sum_univ_two]
    change -((‖v‖ ^ 2 + ‖w‖ ^ 2) * (‖v‖ ^ 2 + ‖w‖ ^ 2) / (‖v‖ ^ 2 * x + ‖w‖ ^ 2 * 1)) = _
    rw [mul_one, neg_div, sq (‖v‖ ^ 2 + ‖w‖ ^ 2)]
  · rw [displacedPole, restMoment, hs, Finset.sum_singleton]
    change -(‖w‖ ^ 2 * 1 / ‖v‖ ^ 2) = _
    rw [mul_one, neg_div]

end

end NEVPT2Intruder
```

```lean
#print axioms NEVPT2Intruder.uncontracted_diverges_iff
#print axioms NEVPT2Intruder.contraction_displaces_intruder
#print axioms NEVPT2Intruder.two_perturbers
```

```
'NEVPT2Intruder.uncontracted_diverges_iff' depends on axioms: [propext, Classical.choice, Quot.sound]
'NEVPT2Intruder.contraction_displaces_intruder' depends on axioms: [propext, Classical.choice, Quot.sound]
'NEVPT2Intruder.two_perturbers' depends on axioms: [propext, Classical.choice, Quot.sound]
```

**Q:** My last objection: this is not a NEVPT2 calculation.

**A:** It isn't. Strongly contracted NEVPT2 uses many contracted functions and adds up their contributions; the model describes one of them. The couplings and energies are given numbers, not derived from a Dyall Hamiltonian and an active-space wavefunction. Only the intruder's energy moves, whereas along a real change of geometry the couplings and the other energies would move too.

**Q:** What should I take from it in practice?

**A:** Within this model of a single contracted function and one varying energy, a smooth strongly contracted energy doesn't show that every underlying perturber is well separated from the reference. The mean energy can stay comfortably positive while one of the energies that it averages goes through zero.
